# Derivative of l exp(−T) H exp(T) φ in one amplitude of T = ∑ t_μ τ_μ, for commuting matrices τ_μ

The theorem `lagrangian_hasDerivAt` concerns finite complex matrices: a finite family of pairwise commuting τ_μ, the sum T(t) = ∑ t_μ τ_μ with complex amplitudes t_μ, and H̄(t) = exp(−T) H exp(T) for an arbitrary, not necessarily Hermitian, H. It states that L(t) = l H̄(t) φ has complex partial derivative l [H̄(t), τ_ν] φ in the amplitude t_ν, where [A, B] = AB − BA. The row vector l and the column vector φ are arbitrary, independent of t and unnormalised, and they are paired without complex conjugation. Beyond commutativity, nothing is assumed about the τ_μ.

The proof writes M ↦ l M φ as a continuous linear functional `ω` and applies the Banach-algebra lemma `conj_hasDerivAt`, which gives the derivative at 0. It then shifts the base point to t_ν and matches the result with the goal through `hbar_update`.

In Lean, a first try:

```lean
import Mathlib

open Matrix

namespace CoupledClusterLagrangian

noncomputable section

variable {n ι : Type*} [Fintype n] [DecidableEq n] [Fintype ι] [DecidableEq ι]

/-- The cluster operator `T(t) = ∑ t_μ τ_μ`. -/
def clusterOp (τ : ι → Matrix n n ℂ) (t : ι → ℂ) : Matrix n n ℂ := ∑ μ, t μ • τ μ

/-- The similarity-transformed Hamiltonian `exp(-T) H exp(T)` at amplitudes `t`. -/
def hbar (τ : ι → Matrix n n ℂ) (H : Matrix n n ℂ) (t : ι → ℂ) : Matrix n n ℂ :=
  NormedSpace.exp (-clusterOp τ t) * H * NormedSpace.exp (clusterOp τ t)

/-- The Lagrangian `L(t) = l Hbar(t) φ` for a row vector `l` and a reference `φ`. -/
def lagrangian (τ : ι → Matrix n n ℂ) (H : Matrix n n ℂ) (l φ : n → ℂ) (t : ι → ℂ) : ℂ :=
  l ⬝ᵥ hbar τ H t *ᵥ φ

/-- The commutator `[A, B] = AB - BA`. -/
def comm (A B : Matrix n n ℂ) : Matrix n n ℂ := A * B - B * A

/-- For commuting `τ_μ`, moving the amplitude `t_ν` to `s` conjugates `Hbar` by
`exp((s - t_ν) τ_ν)`. -/
theorem hbar_update {τ : ι → Matrix n n ℂ} (hτ : ∀ μ ν, Commute (τ μ) (τ ν))
    (H : Matrix n n ℂ) (t : ι → ℂ) (ν : ι) (s : ℂ) :
    hbar τ H (Function.update t ν s) =
      NormedSpace.exp ((s - t ν) • -τ ν) * hbar τ H t * NormedSpace.exp ((s - t ν) • τ ν) := by
  have hT : clusterOp τ (Function.update t ν s) = clusterOp τ t + (s - t ν) • τ ν := by
    have h : ∀ μ, Function.update t ν s μ • τ μ
        = t μ • τ μ + if μ = ν then (s - t ν) • τ ν else 0 := by
      intro μ
      by_cases h : μ = ν
      · subst h
        simp [sub_smul]
      · simp [h]
    simp only [clusterOp, h, Finset.sum_add_distrib, Finset.sum_ite_eq', Finset.mem_univ,
      if_true]
  -- T commutes with τ_ν, so both exponentials factorise
  have c : Commute (clusterOp τ t) (τ ν) :=
    Commute.sum_left _ _ _ (fun μ _ => (hτ μ ν).smul_left _)
  have e : -(clusterOp τ t + (s - t ν) • τ ν) = (s - t ν) • -τ ν + -clusterOp τ t := by
    rw [smul_neg]; abel
  unfold hbar
  rw [hT, e, Matrix.exp_add_of_commute _ _ (c.symm.neg_left.neg_right.smul_left _),
    Matrix.exp_add_of_commute _ _ (c.smul_right _)]
  simp only [mul_assoc]

/-- In a complex Banach algebra, `ω(exp(-sτ) X exp(sτ))` has derivative `ω(Xτ - τX)` at
`s = 0`, for every continuous linear functional `ω`. -/
theorem conj_hasDerivAt {A : Type*} [NormedRing A] [NormedAlgebra ℂ A] [CompleteSpace A]
    (X τ : A) (ω : A →L[ℂ] ℂ) :
    HasDerivAt (fun s : ℂ => ω (NormedSpace.exp (s • -τ) * X * NormedSpace.exp (s • τ)))
      (ω (X * τ - τ * X)) 0 := by
  have h1 := hasDerivAt_exp_smul_const (-τ) (0 : ℂ)
  have h2 := hasDerivAt_exp_smul_const τ (0 : ℂ)
  have h3 : HasDerivAt (fun s : ℂ => NormedSpace.exp (s • -τ) * X * NormedSpace.exp (s • τ))
      (X * τ - τ * X) 0 := by
    refine ((h1.mul_const X).fun_mul h2).congr_deriv ?_
    simp only [zero_smul, NormedSpace.exp_zero, one_mul, mul_one]
    noncomm_ring
  exact ω.hasFDerivAt.comp_hasDerivAt (0 : ℂ) h3

open scoped Matrix.Norms.Operator in
/-- For commuting `τ_μ`, the partial derivative of `L` in `t_ν` is `l [Hbar, τ_ν] φ`. -/
theorem lagrangian_hasDerivAt {τ : ι → Matrix n n ℂ} (hτ : ∀ μ ν, Commute (τ μ) (τ ν))
    (H : Matrix n n ℂ) (l φ : n → ℂ) (t : ι → ℂ) (ν : ι) :
    HasDerivAt (fun s => lagrangian τ H l φ (Function.update t ν s))
      (l ⬝ᵥ comm (hbar τ H t) (τ ν) *ᵥ φ) (t ν) := by
  -- the matrix element M ↦ l M φ is a continuous linear functional
  obtain ⟨ω, hω⟩ : ∃ ω : Matrix n n ℂ →L[ℂ] ℂ, ∀ M, ω M = l ⬝ᵥ M *ᵥ φ :=
    ⟨LinearMap.toContinuousLinearMap
      { toFun := fun M => l ⬝ᵥ M *ᵥ φ
        map_add' := fun M N => by simp [Matrix.add_mulVec]
        map_smul' := fun c M => by
          first | simp [Matrix.smul_mulVec] | simp [Matrix.smul_mulVec_assoc] },
      fun _ => rfl⟩
  have h := conj_hasDerivAt (hbar τ H t) (τ ν) ω
  simp only [hω] at h
  rw [← sub_self (t ν)] at h
  have h' := HasDerivAt.comp_sub_const (t ν) (t ν) h
  simp only [lagrangian, hbar_update hτ]
  exact h'

end

end CoupledClusterLagrangian
```

Messages:

```
Main.lean:81:2: error: `simp` made no progress
```

What went wrong. The error is at `simp only [hω] at h`. The hypothesis `h` does contain `ω` applied to matrices, but not in a form that `simp` can match with the left side `ω M` of `hω`. The difference is in the implicit instances. In `h`, which comes from `conj_hasDerivAt`, the type of `ω` and its application to a matrix use structures derived from `NormedRing` and `NormedAlgebra`, here those of the operator norm. In `hω` they use the instances Lean found directly for `Matrix n n ℂ`. The two are definitionally equal, so Lean accepts `ω` as an argument of `conj_hasDerivAt`, but `simp` unfolds too little when matching to see this. No rewrite applies, hence "no progress".

The repair deletes that line, so `h` and `h'` stay in terms of `ω`, and adds `← hω` to the `simp only` on the goal. Once `lagrangian` is unfolded, the goal contains terms `l ⬝ᵥ M *ᵥ φ` written with the same matrix operations as `hω`, and these are rewritten to `ω M`. Then `exact h'` compares the two statements up to definitional equality, which bridges the instances and unfolds `comm`.

Replacing `first | … | …` by its first alternative, `simp [Matrix.smul_mulVec]`, is tidying: no message concerned that line.

The repair, with which the file compiles:

```diff
@@ -76,11 +76,11 @@
         map_add' := fun M N => by simp [Matrix.add_mulVec]
         map_smul' := fun c M => by
-          first | simp [Matrix.smul_mulVec] | simp [Matrix.smul_mulVec_assoc] },
+          simp [Matrix.smul_mulVec] },
       fun _ => rfl⟩
   have h := conj_hasDerivAt (hbar τ H t) (τ ν) ω
-  simp only [hω] at h
+
   rw [← sub_self (t ν)] at h
   have h' := HasDerivAt.comp_sub_const (t ν) (t ν) h
-  simp only [lagrangian, hbar_update hτ]
+  simp only [lagrangian, hbar_update hτ, ← hω]
   exact h'
 
```
